# The bound state below the band of an infinite chain with one attractive site

An electron hops along an infinite chain with amplitude $-t$. A core hole at site 0 lowers that site's energy by $U$. Take $t=2$, $U=3$ and try amplitudes that halve at each step away from the hole: $\dots,\tfrac14,\tfrac12,1,\tfrac12,\tfrac14,\dots$

- Site 0: $-2(\tfrac12+\tfrac12)-3=-5$.
- Site 1: $-2(\tfrac14+1)=-5\cdot\tfrac12$.

Both give $E=-5=-\sqrt{3^2+4\cdot 2^2}$, below $-2t=-4$. The squared amplitudes sum to $\tfrac53$, so the hole site carries weight $\tfrac35=U/|E|$. For all $t,U>0$, the only bound-state energy below $-2t$ is $-\sqrt{U^2+4t^2}$, and the amplitudes shrink by a constant factor at each step away from the hole; the factor depends on $U/t$.

In Lean, `ψ : ℤ → ℂ` holds arbitrary complex amplitudes and `chainH` is the Hamiltonian's action on them. `IsBoundState` requires a nonzero, square-summable solution at real energy $E$. `holeWeight` divides by the total norm squared, so $\psi$ need not be normalised.

```lean
import Mathlib

open Filter Topology

namespace CoreHoleChain

noncomputable section

/-- The Hamiltonian of an infinite chain with hopping `-t` and core-hole potential `-U` at
site 0, acting on the amplitudes `ψ`. -/
def chainH (t U : ℝ) (ψ : ℤ → ℂ) (n : ℤ) : ℂ :=
  -(t : ℂ) * (ψ (n + 1) + ψ (n - 1)) - (if n = 0 then (U : ℂ) * ψ 0 else 0)

/-- A bound state of energy `E`: a nonzero, square-summable eigenvector of the chain. -/
structure IsBoundState (t U E : ℝ) (ψ : ℤ → ℂ) : Prop where
  ne : ψ ≠ 0
  summable : Summable (fun n => ‖ψ n‖ ^ 2)
  eigen : ∀ n, chainH t U ψ n = E * ψ n

/-- The fraction of the total probability found on the hole site, for nonzero square-summable
amplitudes. -/
def holeWeight (ψ : ℤ → ℂ) : ℝ := ‖ψ 0‖ ^ 2 / ∑' n, ‖ψ n‖ ^ 2
```

The value $-2t$ is the bottom of the free band $-2t\cos k$, with $k$ the wave number; the theorems use it only as a number. $U$ stands for the electron's attraction to the core hole, cut down to one site. In this non-interacting model the result gives the level that a core hole pulls out of the band. Going from there to a measured absorption edge requires the many-electron response, which the hypotheses leave out.

## Hopping $t>0$ and energy below $-2t$

Physically, the electron can move, but its energy is too low to propagate. Away from the hole, $-t(\psi_{n+1}+\psi_{n-1})=E\psi_n$. Inserting $q^n$ gives
$$t(q^2+1)=-Eq.$$
The roots have product 1 and sum $-E/t>2$, so they are positive and exactly one lies below 1: $q=(-E-\sqrt{E^2-4t^2})/(2t)$. The proof bounds this square root from both sides to get $0<q<1$.

```lean
/-- For `t > 0`, each energy below the band bottom `-2t` belongs to a decay factor `q` between
0 and 1 through `t (q² + 1) = -E q`. -/
theorem exists_decay_factor {t E : ℝ} (ht : 0 < t) (hE : E < -2 * t) :
    ∃ q : ℝ, 0 < q ∧ q < 1 ∧ t * (q ^ 2 + 1) = -E * q := by
  have hs : √(E ^ 2 - 4 * t ^ 2) ^ 2 = E ^ 2 - 4 * t ^ 2 := Real.sq_sqrt (by nlinarith)
  have hlt : √(E ^ 2 - 4 * t ^ 2) < -E :=
    (Real.sqrt_lt' (by linarith)).2 (by nlinarith [pow_pos ht 2])
  have hgt : -E - 2 * t < √(E ^ 2 - 4 * t ^ 2) :=
    (Real.lt_sqrt (by linarith)).2
      (by nlinarith [mul_pos ht (by linarith : 0 < -E - 2 * t)])
  obtain ⟨q, hq⟩ : ∃ q, 2 * t * q = -E - √(E ^ 2 - 4 * t ^ 2) :=
    ⟨(-E - √(E ^ 2 - 4 * t ^ 2)) / (2 * t), by field_simp⟩
  refine ⟨q, ?_, ?_, ?_⟩
  · by_contra h
    nlinarith
  · by_contra h
    nlinarith
  · apply mul_left_cancel₀ (by positivity : 4 * t ≠ 0)
    linear_combination (2 * t * q + E - √(E ^ 2 - 4 * t ^ 2)) * hq + hs
```

At $t=0$ with $U>0$, the bound state of negative energy sits entirely on site 0, and no $q>0$ describes it. As $t\to0^+$ with $U>0$ fixed, $q\to0$, $E\to-U$ and the hole weight tends to 1.

Without the energy condition the weight formula fails: for $t=2$, $U=-3$, the amplitudes $(-\tfrac12)^{|n|}$ form a bound state at $E=5$ with weight $\tfrac35$, not $-\tfrac35$.

## Square-summable amplitudes

This condition says that the electron is localised. On a half-line with amplitudes $a_n$, set $d_n=a_{n+1}-qa_n$. The recursion gives $qd_{n+1}=d_n$, hence $d_0=q^nd_n$. Square-summability forces $a_n\to0$, so the right side tends to 0 and $d_0=0$. Then every $d_n=0$ and $a_n=a_0q^n$. In the proof, `hpow` is the identity for $d_0$, and uniqueness of limits gives `hz`.

```lean
/-- On a half-line, a square-summable solution of the bulk recursion with decay factor `0 < q < 1`
is `a 0 * q ^ n`. -/
theorem decaying_tail {q : ℝ} (h0 : 0 < q) (h1 : q < 1) {a : ℕ → ℂ}
    (hs : Summable (fun n => ‖a n‖ ^ 2))
    (hrec : ∀ n, (q : ℂ) * (a (n + 2) + a n) = ((q : ℂ) ^ 2 + 1) * a (n + 1)) (n : ℕ) :
    a n = a 0 * (q : ℂ) ^ n := by
  have hq : (q : ℂ) ≠ 0 := by exact_mod_cast h0.ne'
  have ha : Tendsto a atTop (𝓝 0) := by
    rw [tendsto_zero_iff_norm_tendsto_zero]
    simpa [Real.sqrt_sq] using hs.tendsto_atTop_zero.sqrt
  -- the growing component `a (n+1) - q a n` is multiplied by `1/q` at each step
  have hpow : ∀ n, a 1 - q * a 0 = (q : ℂ) ^ n * (a (n + 1) - q * a n) := by
    intro n
    induction n with
    | zero => simp
    | succ n ih =>
      show _ = (q : ℂ) ^ (n + 1) * (a (n + 2) - q * a (n + 1))
      linear_combination ih - (q : ℂ) ^ n * hrec n
  have hn : ‖(q : ℂ)‖ < 1 := by
    rw [Complex.norm_real, Real.norm_of_nonneg h0.le]
    exact h1
  have hlim : Tendsto (fun n => (q : ℂ) ^ n * (a (n + 1) - q * a n)) atTop (𝓝 0) := by
    have h := (tendsto_pow_atTop_nhds_zero_of_norm_lt_one hn).mul
      (((tendsto_add_atTop_iff_nat 1).2 ha).sub (ha.const_mul (q : ℂ)))
    simpa using h
  have hc : Tendsto (fun _ : ℕ => a 1 - (q : ℂ) * a 0) atTop (𝓝 (a 1 - (q : ℂ) * a 0)) :=
    tendsto_const_nhds
  -- so it must vanish
  have hz : a 1 - (q : ℂ) * a 0 = 0 := tendsto_nhds_unique (hc.congr hpow) hlim
  induction n with
  | zero => simp
  | succ n ih =>
    have h := hpow n
    rw [hz] at h
    have h2 := (mul_eq_zero.mp h.symm).resolve_left (pow_ne_zero n hq)
    linear_combination h2 + (q : ℂ) * ih
```

Without any restriction on growth, $\psi_n=2^n-2^{-n}$ solves the equation at $t=2$, $E=-5$ for every $U$, since it vanishes at the hole. Boundedness would already exclude it.

## A nonzero eigenvector

The zero function solves the equation at every energy and describes no electron. Applying the half-line result to both sides gives $\psi_n=\psi_0q^{|n|}$, written with `n.natAbs` for $|n|$. If $\psi_0$ were zero, so would be all of $\psi$. Dividing the site-0 equation by $\psi_0$ therefore gives $-2tq-U=E$. Multiplying by $q$ and using the bulk relation yields
$$Uq=t(1-q^2).$$

```lean
/-- For `t > 0` and a decay factor `0 < q < 1` belonging to `E`, every bound state is
`ψ 0 * q ^ |n|` with `ψ 0 ≠ 0`, and the hole potential obeys `U q = t (1 - q²)`. -/
theorem bound_state_shape {t U E q : ℝ} {ψ : ℤ → ℂ} (ht : 0 < t) (h0 : 0 < q) (h1 : q < 1)
    (hr : t * (q ^ 2 + 1) = -E * q) (hψ : IsBoundState t U E ψ) :
    ψ 0 ≠ 0 ∧ (∀ n, ψ n = ψ 0 * (q : ℂ) ^ n.natAbs) ∧ U * q = t * (1 - q ^ 2) := by
  have htC : (t : ℂ) ≠ 0 := by exact_mod_cast ht.ne'
  have hrC : (t : ℂ) * ((q : ℂ) ^ 2 + 1) = -(E : ℂ) * q := by exact_mod_cast hr
  have bulk : ∀ n : ℤ, n ≠ 0 →
      (q : ℂ) * (ψ (n + 1) + ψ (n - 1)) = ((q : ℂ) ^ 2 + 1) * ψ n := by
    intro n hn
    have e : -(t : ℂ) * (ψ (n + 1) + ψ (n - 1)) = E * ψ n := by
      simpa [chainH, hn] using hψ.eigen n
    apply mul_left_cancel₀ htC
    linear_combination (-(q : ℂ)) * e - ψ n * hrC
  -- the tails to the right and to the left of the hole
  have hR : ∀ k : ℕ, (q : ℂ) * (ψ ((k + 2 : ℕ) : ℤ) + ψ (k : ℤ))
      = ((q : ℂ) ^ 2 + 1) * ψ ((k + 1 : ℕ) : ℤ) := by
    intro k
    have h := bulk ((k : ℤ) + 1) (by omega)
    rw [show (k : ℤ) + 1 + 1 = ((k + 2 : ℕ) : ℤ) by omega,
      show (k : ℤ) + 1 - 1 = (k : ℤ) by omega,
      show (k : ℤ) + 1 = ((k + 1 : ℕ) : ℤ) by omega] at h
    exact h
  have hL : ∀ k : ℕ, (q : ℂ) * (ψ (-((k + 2 : ℕ) : ℤ)) + ψ (-(k : ℤ)))
      = ((q : ℂ) ^ 2 + 1) * ψ (-((k + 1 : ℕ) : ℤ)) := by
    intro k
    have h := bulk (-(k : ℤ) - 1) (by omega)
    rw [show -(k : ℤ) - 1 + 1 = -(k : ℤ) by omega,
      show -(k : ℤ) - 1 - 1 = -((k + 2 : ℕ) : ℤ) by omega,
      show -(k : ℤ) - 1 = -((k + 1 : ℕ) : ℤ) by omega] at h
    linear_combination h
  have iR : Function.Injective (fun k : ℕ => (k : ℤ)) := fun a b h => by simpa using h
  have iL : Function.Injective (fun k : ℕ => -(k : ℤ)) := fun a b h => by simpa using h
  have hform : ∀ n : ℤ, ψ n = ψ 0 * (q : ℂ) ^ n.natAbs := by
    intro n
    rcases Int.natAbs_eq n with h | h
    · have := decaying_tail h0 h1 (a := fun k : ℕ => ψ (k : ℤ))
        (hψ.summable.comp_injective iR) hR n.natAbs
      simp only [Nat.cast_zero] at this
      rwa [← h] at this
    · have := decaying_tail h0 h1 (a := fun k : ℕ => ψ (-(k : ℤ)))
        (hψ.summable.comp_injective iL) hL n.natAbs
      simp only [Nat.cast_zero, neg_zero] at this
      rwa [← h] at this
  have hne : ψ 0 ≠ 0 := by
    intro h
    apply hψ.ne
    funext n
    rw [hform n, h]
    simp
  refine ⟨hne, hform, ?_⟩
  -- matching at the hole site
  have e : -(t : ℂ) * (ψ 1 + ψ (-1)) - U * ψ 0 = E * ψ 0 := by
    simpa [chainH] using hψ.eigen 0
  have p1 : ψ 1 = ψ 0 * q := by simpa using hform 1
  have m1 : ψ (-1) = ψ 0 * q := by simpa using hform (-1)
  rw [p1, m1] at e
  have hb : (U : ℂ) * q = t * (1 - (q : ℂ) ^ 2) :=
    mul_left_cancel₀ hne (by linear_combination (-(q : ℂ)) * e - ψ 0 * hrC)
  exact_mod_cast hb
```

Eliminating $q$,
$$(U^2+4t^2)q^2=t^2(1-q^2)^2+4t^2q^2=t^2(1+q^2)^2=E^2q^2,$$
so $E=-\sqrt{U^2+4t^2}$, because $E<0$. The `linear_combination` step performs this elimination.

```lean
/-- For `t, q > 0`, eliminating the decay factor from the bulk and hole-site conditions gives
`-E = √(U² + 4t²)`. -/
theorem energy_of_matching {t U E q : ℝ} (ht : 0 < t) (h0 : 0 < q)
    (hr : t * (q ^ 2 + 1) = -E * q) (hb : U * q = t * (1 - q ^ 2)) :
    √(U ^ 2 + 4 * t ^ 2) = -E := by
  have hp : 0 < -E * q := by
    rw [← hr]
    positivity
  have hE : 0 < -E := (mul_pos_iff_of_pos_right h0).mp hp
  have hsq : U ^ 2 + 4 * t ^ 2 = (-E) ^ 2 := by
    apply mul_right_cancel₀ (pow_ne_zero 2 h0.ne')
    linear_combination (U * q + t * (1 - q ^ 2)) * hb + (t * (q ^ 2 + 1) - E * q) * hr
  rw [hsq, Real.sqrt_sq hE.le]
```

## Attraction, $U>0$

Conversely, start from $E=-\sqrt{U^2+4t^2}$. Since $U>0$, this lies below $-2t$ and supplies a $q$. The elimination read backwards gives $(Uq)^2=t^2(1-q^2)^2$. Both $Uq$ and $t(1-q^2)$ are positive, so they are equal (`sq_eq_sq₀`), and $q^{|n|}$ satisfies the equation at every site.

Its norm squared consists of two geometric series:
$$\sum_{n\in\mathbb Z}q^{2|n|}=\frac{1}{1-q^2}+\frac{q^2}{1-q^2}=\frac{1+q^2}{1-q^2}.$$

```lean
/-- The squared norm of the profile `q ^ |n|` on the whole chain, for `0 < q < 1`. -/
theorem hasSum_profile {q : ℝ} (h0 : 0 < q) (h1 : q < 1) :
    HasSum (fun n : ℤ => (q ^ n.natAbs) ^ 2) ((1 + q ^ 2) / (1 - q ^ 2)) := by
  have g := hasSum_geometric_of_lt_one (sq_nonneg q) (by nlinarith : q ^ 2 < 1)
  have A : HasSum (fun n : ℕ => (q ^ (n : ℤ).natAbs) ^ 2) (1 - q ^ 2)⁻¹ := by
    have e : (fun n : ℕ => (q ^ (n : ℤ).natAbs) ^ 2) = fun n => (q ^ 2) ^ n := by
      funext n
      rw [Int.natAbs_natCast]
      ring
    rw [e]
    exact g
  have B : HasSum (fun n : ℕ => (q ^ (-((n : ℤ) + 1)).natAbs) ^ 2)
      (q ^ 2 * (1 - q ^ 2)⁻¹) := by
    have e : (fun n : ℕ => (q ^ (-((n : ℤ) + 1)).natAbs) ^ 2)
        = fun n => q ^ 2 * (q ^ 2) ^ n := by
      funext n
      rw [show (-((n : ℤ) + 1)).natAbs = n + 1 by omega]
      ring
    rw [e]
    exact g.mul_left (q ^ 2)
  have h := HasSum.of_nat_of_neg_add_one (f := fun n : ℤ => (q ^ n.natAbs) ^ 2) A B
  convert h using 1
  ring

/-- If `0 < q < 1` satisfies the bulk and hole-site conditions, then `q ^ |n|` is a bound
state. -/
theorem exponential_isBoundState {t U E q : ℝ} (h0 : 0 < q) (h1 : q < 1)
    (hr : t * (q ^ 2 + 1) = -E * q) (hb : U * q = t * (1 - q ^ 2)) :
    IsBoundState t U E (fun n => (q : ℂ) ^ n.natAbs) := by
  have hq : (q : ℂ) ≠ 0 := by exact_mod_cast h0.ne'
  have hrC : (t : ℂ) * ((q : ℂ) ^ 2 + 1) = -(E : ℂ) * q := by exact_mod_cast hr
  have hbC : (U : ℂ) * q = t * (1 - (q : ℂ) ^ 2) := by exact_mod_cast hb
  have hs : Summable (fun n : ℤ => ‖(q : ℂ) ^ n.natAbs‖ ^ 2) := by
    have e : (fun n : ℤ => ‖(q : ℂ) ^ n.natAbs‖ ^ 2) = fun n => (q ^ n.natAbs) ^ 2 := by
      funext n
      rw [norm_pow, Complex.norm_real, Real.norm_of_nonneg h0.le]
    rw [e]
    exact (hasSum_profile h0 h1).summable
  refine ⟨fun h => ?_, hs, fun n => ?_⟩
  · have := congrFun h 0
    simp at this
  · by_cases hn : n = 0
    · subst hn
      have key : -(t : ℂ) * (q + q) - U = E :=
        mul_right_cancel₀ hq (by linear_combination -hbC - hrC)
      simpa [chainH] using key
    · obtain ⟨k, hk⟩ : ∃ k : ℕ, n.natAbs = k + 1 := ⟨n.natAbs - 1, by omega⟩
      rcases lt_or_gt_of_ne hn with h | h
      · have a1 : (n + 1).natAbs = k := by omega
        have a2 : (n - 1).natAbs = k + 2 := by omega
        simp only [chainH, a1, a2, hk, if_neg hn]
        linear_combination (-(q : ℂ) ^ k) * hrC
      · have a1 : (n + 1).natAbs = k + 2 := by omega
        have a2 : (n - 1).natAbs = k := by omega
        simp only [chainH, a1, a2, hk, if_neg hn]
        linear_combination (-(q : ℂ) ^ k) * hrC

/-- For `t, U > 0`, the only energy below the band bottom `-2t` that has a bound state is
`-√(U² + 4t²)`, and it does have one. -/
theorem bound_energy_iff {t U E : ℝ} (ht : 0 < t) (hU : 0 < U) :
    (E < -2 * t ∧ ∃ ψ, IsBoundState t U E ψ) ↔ E = -√(U ^ 2 + 4 * t ^ 2) := by
  constructor
  · rintro ⟨hE, ψ, hψ⟩
    obtain ⟨q, h0, h1, hr⟩ := exists_decay_factor ht hE
    obtain ⟨-, -, hb⟩ := bound_state_shape ht h0 h1 hr hψ
    linarith [energy_of_matching ht h0 hr hb]
  · intro hE
    have hgt : 2 * t < √(U ^ 2 + 4 * t ^ 2) :=
      (Real.lt_sqrt (by positivity)).2 (by nlinarith [pow_pos hU 2])
    have hlt : E < -2 * t := by linarith
    have hsq : E ^ 2 = U ^ 2 + 4 * t ^ 2 := by
      rw [hE, neg_sq, Real.sq_sqrt (by positivity)]
    obtain ⟨q, h0, h1, hr⟩ := exists_decay_factor ht hlt
    -- both sides of the hole-site condition are positive and have equal squares
    have hb : U * q = t * (1 - q ^ 2) :=
      (sq_eq_sq₀ (by positivity) (mul_nonneg ht.le (by nlinarith))).1
        (by linear_combination (-q ^ 2) * hsq - (t * (q ^ 2 + 1) - E * q) * hr)
    exact ⟨hlt, _, exponential_isBoundState h0 h1 hr hb⟩
```

The factor $|\psi_0|^2$ cancels in the weight, and the two conditions on $q$ give
$$\frac{1-q^2}{1+q^2}=\frac{Uq/t}{-Eq/t}=\frac{U}{\sqrt{U^2+4t^2}}.$$
`bound_state_weight` states this for every bound state below $-2t$, without assuming the sign of $U$.

```lean
/-- For `t > 0`, every bound state below the band decays as `q ^ |n|` with `0 < q < 1` and has
weight `U / √(U² + 4t²)` on the hole site. -/
theorem bound_state_weight {t U E : ℝ} {ψ : ℤ → ℂ} (ht : 0 < t) (hE : E < -2 * t)
    (hψ : IsBoundState t U E ψ) :
    ∃ q : ℝ, 0 < q ∧ q < 1 ∧ (∀ n, ψ n = ψ 0 * (q : ℂ) ^ n.natAbs) ∧
      holeWeight ψ = U / √(U ^ 2 + 4 * t ^ 2) := by
  obtain ⟨q, h0, h1, hr⟩ := exists_decay_factor ht hE
  obtain ⟨hne, hform, hb⟩ := bound_state_shape ht h0 h1 hr hψ
  refine ⟨q, h0, h1, hform, ?_⟩
  have hs : HasSum (fun n => ‖ψ n‖ ^ 2) (‖ψ 0‖ ^ 2 * ((1 + q ^ 2) / (1 - q ^ 2))) := by
    have e : (fun n => ‖ψ n‖ ^ 2) = fun n : ℤ => ‖ψ 0‖ ^ 2 * (q ^ n.natAbs) ^ 2 := by
      funext n
      rw [hform n, norm_mul, norm_pow, Complex.norm_real, Real.norm_of_nonneg h0.le, mul_pow]
    rw [e]
    exact (hasSum_profile h0 h1).mul_left _
  have hN : ‖ψ 0‖ ^ 2 ≠ 0 := pow_ne_zero 2 (norm_ne_zero_iff.2 hne)
  have hE0 : -E ≠ 0 := (by linarith : (0 : ℝ) < -E).ne'
  rw [holeWeight, hs.tsum_eq, energy_of_matching ht h0 hr hb, ← div_div, div_self hN,
    one_div_div, div_eq_div_iff (by positivity) hE0]
  apply mul_left_cancel₀ ht.ne'
  linear_combination E * hb - U * hr
```

If $U\le0$, then $Uq\le0$ while $t(1-q^2)>0$. The matching condition fails, and no bound state exists below the band.

```lean
/-- For `t > 0`, a vanishing or repulsive site potential (`U ≤ 0`) has no bound state below
the band. -/
theorem no_bound_state_of_nonpos {t U E : ℝ} (ht : 0 < t) (hU : U ≤ 0) (hE : E < -2 * t)
    (ψ : ℤ → ℂ) : ¬ IsBoundState t U E ψ := by
  intro hψ
  obtain ⟨q, h0, h1, hr⟩ := exists_decay_factor ht hE
  obtain ⟨-, -, hb⟩ := bound_state_shape ht h0 h1 hr hψ
  have hpos : 0 < t * (1 - q ^ 2) := mul_pos ht (by nlinarith)
  have hneg : U * q ≤ 0 := mul_nonpos_of_nonpos_of_nonneg hU h0.le
  linarith

end

end CoreHoleChain
```

```lean
#print axioms CoreHoleChain.bound_energy_iff
-- 'CoreHoleChain.bound_energy_iff' depends on axioms: [propext, Classical.choice, Quot.sound]
#print axioms CoreHoleChain.bound_state_weight
-- 'CoreHoleChain.bound_state_weight' depends on axioms: [propext, Classical.choice, Quot.sound]
#print axioms CoreHoleChain.no_bound_state_of_nonpos
-- 'CoreHoleChain.no_bound_state_of_nonpos' depends on axioms: [propext, Classical.choice, Quot.sound]
```
